# Numerators of the L₂,₃ XMCD sum rules as matrix identities for one-electron p→d transitions

**Q.** Take one d hole in the orbital $m=1$ and ignore spin. Where does a dichroism come from?

**A.** Let $q=\pm1$ be the angular momentum the photon adds along $z$, in units of $\hbar$. Measure squared amplitudes in units of the one from the p orbital $m=1$ to the d orbital $m=2$. For $q=1$ the hole is filled from the p orbital $m=0$, with squared amplitude $1/2$. For $q=-1$ the electron would have to come from a p orbital with $m=2$, which does not exist. The difference is $1/2$, which is $m/2$.

For any $m$ the squared amplitudes from $m-q$ to $m$ are $a_q(m)^2=(qm+1)(qm+2)/12$. They vanish when the p orbital is missing, so

$$a_1(m)^2-a_{-1}(m)^2=\frac{(m+1)(m+2)-(m-1)(m-2)}{12}=\frac m2 .$$

Write $d_q$ for the orbital dipole matrix. Then $d_1d_1^\dagger-d_{-1}d_{-1}^\dagger=L_z/2$.

**Q.** The electric dipole operator does not act on spin. How can the signal contain $S_z$?

**A.** Through the core spin-orbit coupling, $2\,l\cdot s=2l_zs_z+l_+s_-+l_-s_+$. Put each orbital factor between the dipole matrices. For $l_z$ the core value is $m-q$, which gives

$$\frac{(m+1)(m+2)(m-1)-(m-1)(m-2)(m+1)}{12}=\frac{m^2-1}{3}.$$

For $l_+$, consider the element from $m$ to $m+1$, with $-2\le m\le1$. The ladder elements are $\sqrt{(1-k)(2+k)}$ from $k$ to $k+1$ in the p shell and $\kappa_m=\sqrt{(2-m)(3+m)}$ in the d shell. For $q=1$, where $k=m-1$,

$$\frac{(m+2)\sqrt{(m+1)(m+3)}}{12}\sqrt{(2-m)(1+m)}=\frac{(m+1)(m+2)}{12}\kappa_m .$$

For $q=-1$, where $k=m+1$, the same product is

$$\frac{(1-m)\sqrt{(-m)(2-m)}}{12}\sqrt{(-m)(3+m)}=\frac{m(m-1)}{12}\kappa_m .$$

The first applies at $m=0,1$ and the second at $m=-2,-1$; elsewhere the transition is absent and the polynomial on the right is zero. The difference is $(2m+1)\kappa_m/6$, the element of $(L_zL_++L_+L_z)/6$. The adjoint gives the $l_-$ case.

**Q.** And the magnetic dipole operator?

**A.** Let $D_q=d_q\otimes1$, so that $D_q(X\otimes Y)D_q^\dagger=(d_qXd_q^\dagger)\otimes Y$. Attaching the spin factors gives

$$\tfrac23(L_z^2-1)S_z+\tfrac16\{L_z,L_+\}S_-+\tfrac16\{L_z,L_-\}S_+=\tfrac13\{L_z,L\cdot S\}-\tfrac23S_z ,$$

with $\{A,B\}=AB+BA$. Since $T_z=(\{L_z,L\cdot S\}-4S_z)/7$, the right side is $\tfrac13(7T_z+4S_z)-\tfrac23S_z=\tfrac23S_z+\tfrac73T_z$.

**Q.** Now show me that the code is about these matrices.

**A.** The angular momenta are explicit, with $\hbar=1$. Index 0 is spin up, $m=1$ in the p shell and $m=2$ in the d shell; $m$ decreases from there.

In Lean 4 with Mathlib:

```lean
import Mathlib

open Matrix
open scoped Kronecker

namespace XMCDSumRules

noncomputable section

/-- Spin along `z`, in the basis up, down. -/
def sz : Matrix (Fin 2) (Fin 2) ℂ := !![1 / 2, 0; 0, -1 / 2]

/-- Spin raising operator. -/
def sp : Matrix (Fin 2) (Fin 2) ℂ := !![0, 1; 0, 0]

/-- Orbital angular momentum along `z` for p orbitals `m = 1, 0, -1`. -/
def lz : Matrix (Fin 3) (Fin 3) ℂ := diagonal ![1, 0, -1]

/-- Orbital raising operator for p orbitals. -/
def lp : Matrix (Fin 3) (Fin 3) ℂ :=
  !![0, (Real.sqrt 2 : ℂ), 0; 0, 0, (Real.sqrt 2 : ℂ); 0, 0, 0]

/-- Orbital angular momentum along `z` for d orbitals `m = 2, 1, 0, -1, -2`. -/
def dz : Matrix (Fin 5) (Fin 5) ℂ := diagonal ![2, 1, 0, -1, -2]

/-- Orbital raising operator for d orbitals. -/
def dp : Matrix (Fin 5) (Fin 5) ℂ :=
  !![0, 2, 0, 0, 0; 0, 0, (Real.sqrt 6 : ℂ), 0, 0; 0, 0, 0, (Real.sqrt 6 : ℂ), 0;
    0, 0, 0, 0, 2; 0, 0, 0, 0, 0]
```

**Q.** Squared amplitudes do not fix signs, and your ladder terms multiply two different amplitudes.

**A.** The code takes nonnegative roots. This is the usual phase convention: the numbers are the Clebsch–Gordan coefficients for coupling $l=1$ and one unit of photon angular momentum to $l=2$. The radial integral and a common angular factor are scaled away. Rows are d orbitals and columns are p orbitals; `D` adds the untouched spin.

```lean
/-- Dipole amplitude from the p orbital `m - q` to the d orbital `m`, for `q = 1` or `-1`. -/
def amp (q m : ℝ) : ℝ := Real.sqrt ((q * m + 1) * (q * m + 2) / 12)

/-- Orbital dipole matrix for `q = 1`. -/
def dPlus : Matrix (Fin 5) (Fin 3) ℂ :=
  !![(amp 1 2 : ℂ), 0, 0; 0, (amp 1 1 : ℂ), 0; 0, 0, (amp 1 0 : ℂ); 0, 0, 0; 0, 0, 0]

/-- Orbital dipole matrix for `q = -1`. -/
def dMinus : Matrix (Fin 5) (Fin 3) ℂ :=
  !![0, 0, 0; 0, 0, 0; (amp (-1) 0 : ℂ), 0, 0; 0, (amp (-1) (-1) : ℂ), 0;
    0, 0, (amp (-1) (-2) : ℂ)]

/-- Dipole operator on spin-orbitals: `d` acts on the orbital and the spin is left alone. -/
def D (d : Matrix (Fin 5) (Fin 3) ℂ) : Matrix (Fin 5 × Fin 2) (Fin 3 × Fin 2) ℂ :=
  d ⊗ₖ (1 : Matrix (Fin 2) (Fin 2) ℂ)
```

**Q.** Is `Tz` the dipole operator I know, $S_z-3\hat r_z(\hat r\cdot S)$?

**A.** Within the d shell, yes, by the standard operator equivalence. The code starts from the angular-momentum form, so that equivalence is background to it. `LS` serves both shells, and $S_-$ is written `spᴴ`.

```lean
/-- Scalar product of orbital and spin angular momentum, for a shell with `z` component `z`
and raising operator `p`. -/
def LS {n : ℕ} (z p : Matrix (Fin n) (Fin n) ℂ) : Matrix (Fin n × Fin 2) (Fin n × Fin 2) ℂ :=
  z ⊗ₖ sz + (1 / 2 : ℂ) • (p ⊗ₖ spᴴ + pᴴ ⊗ₖ sp)

/-- Orbital angular momentum along `z` in the d shell with spin. -/
def Lz : Matrix (Fin 5 × Fin 2) (Fin 5 × Fin 2) ℂ := dz ⊗ₖ (1 : Matrix (Fin 2) (Fin 2) ℂ)

/-- Spin along `z` in the d shell. -/
def Sz : Matrix (Fin 5 × Fin 2) (Fin 5 × Fin 2) ℂ := (1 : Matrix (Fin 5) (Fin 5) ℂ) ⊗ₖ sz

/-- The magnetic dipole operator of the d shell, written with angular momenta. -/
def Tz : Matrix (Fin 5 × Fin 2) (Fin 5 × Fin 2) ℂ :=
  (1 / 7 : ℂ) • (Lz * LS dz dp + LS dz dp * Lz - (4 : ℂ) • Sz)
```

**Q.** An experiment sees edges, not $2\,l\cdot s$.

**A.** In the p shell $l\cdot s$ is $1/2$ for $j=3/2$ and $-1$ for $j=1/2$. Hence $(2+2\,l\cdot s)/3$ selects L₃ and $(1-2\,l\cdot s)/3$ selects L₂. `dichroism` traces the difference between the two polarisations against a matrix `ρ`. For a hole density matrix and an edge projector, each polarisation contributes the squared transition amplitudes from the selected core states, summed with the hole occupations as weights; `dichroism` is the sum for $q=1$ minus the sum for $q=-1$. The theorem allows any complex $10\times10$ matrix.

```lean
/-- The core operator `(2 + 2 l·s)/3`, which selects `j = 3/2` (the L₃ edge). -/
def P32 : Matrix (Fin 3 × Fin 2) (Fin 3 × Fin 2) ℂ := (2 / 3 : ℂ) • (1 + LS lz lp)

/-- The core operator `(1 - 2 l·s)/3`, which selects `j = 1/2` (the L₂ edge). -/
def P12 : Matrix (Fin 3 × Fin 2) (Fin 3 × Fin 2) ℂ := (1 / 3 : ℂ) • (1 - (2 : ℂ) • LS lz lp)

/-- Difference of absorption between `q = 1` and `q = -1` from the core states selected
by `P` into d holes with density matrix `ρ`. -/
def dichroism (P : Matrix (Fin 3 × Fin 2) (Fin 3 × Fin 2) ℂ)
    (ρ : Matrix (Fin 5 × Fin 2) (Fin 5 × Fin 2) ℂ) : ℂ :=
  trace (ρ * (D dPlus * P * (D dPlus)ᴴ - D dMinus * P * (D dMinus)ᴴ))
```

**Q.** Does the proof follow your algebra in $m$?

**A.** It checks the small matrices entry by entry instead. First it squares the roots and evaluates the amplitudes as $1$, $\sqrt2/2$ and $\sqrt6/6$; `key` identifies each as the nonnegative number with the right square.

```lean
/-- The square roots of 2 and 6, taken as complex numbers, have squares 2 and 6. -/
theorem roots : ((Real.sqrt 2 : ℝ) : ℂ) ^ 2 = 2 ∧ ((Real.sqrt 6 : ℝ) : ℂ) ^ 2 = 6 := by
  constructor <;> rw [← Complex.ofReal_pow, Real.sq_sqrt (by norm_num)] <;> norm_num

/-- The orbital dipole matrices with their amplitudes evaluated. -/
theorem dipole_matrices :
    dPlus = !![1, 0, 0; 0, (Real.sqrt 2 : ℂ) / 2, 0; 0, 0, (Real.sqrt 6 : ℂ) / 6;
      0, 0, 0; 0, 0, 0] ∧
    dMinus = !![0, 0, 0; 0, 0, 0; (Real.sqrt 6 : ℂ) / 6, 0, 0;
      0, (Real.sqrt 2 : ℂ) / 2, 0; 0, 0, 1] := by
  have key : ∀ q m y : ℝ, 0 ≤ y → (q * m + 1) * (q * m + 2) / 12 = y ^ 2 → amp q m = y := by
    intro q m y hy h
    rw [amp, h, Real.sqrt_sq hy]
  have s2 : Real.sqrt 2 ^ 2 = 2 := Real.sq_sqrt (by norm_num)
  have s6 : Real.sqrt 6 ^ 2 = 6 := Real.sq_sqrt (by norm_num)
  have a1 : amp 1 2 = 1 := key _ _ _ (by positivity) (by norm_num)
  have a2 : amp 1 1 = Real.sqrt 2 / 2 := key _ _ _ (by positivity) (by linarith)
  have a3 : amp 1 0 = Real.sqrt 6 / 6 := key _ _ _ (by positivity) (by linarith)
  have b1 : amp (-1) (-2) = 1 := key _ _ _ (by positivity) (by norm_num)
  have b2 : amp (-1) (-1) = Real.sqrt 2 / 2 := key _ _ _ (by positivity) (by linarith)
  have b3 : amp (-1) 0 = Real.sqrt 6 / 6 := key _ _ _ (by positivity) (by linarith)
  constructor
  · simp [dPlus, a1, a2, a3]
  · simp [dMinus, b1, b2, b3]
```

The next theorem holds the $1$ and $l_z$ cases. `fin_cases` runs through the entries, and `grind` closes them using the squared roots.

```lean
/-- Orbital part of the dichroism when the core operator is `1` or `lz`: it gives `dz/2` and
`(dz² - 1)/3` on the d orbitals. -/
theorem orbital_identities :
    dPlus * dPlusᴴ - dMinus * dMinusᴴ = (1 / 2 : ℂ) • dz ∧
    dPlus * lz * dPlusᴴ - dMinus * lz * dMinusᴴ = (1 / 3 : ℂ) • (dz * dz - 1) := by
  obtain ⟨h2, h6⟩ := roots
  rw [dipole_matrices.1, dipole_matrices.2]
  constructor
  · ext i j
    simp only [dz, Matrix.sub_apply, Matrix.smul_apply, Matrix.mul_apply, diagonal_apply,
      Matrix.conjTranspose_apply, Fin.sum_univ_three, smul_eq_mul]
    fin_cases i <;> fin_cases j <;> simp <;> grind
  · ext i j
    -- products with a diagonal matrix need no sum
    simp only [dz, lz, Matrix.sub_apply, Matrix.smul_apply, diagonal_mul, diagonal_apply,
      smul_eq_mul]
    rw [Matrix.mul_apply, Matrix.mul_apply]
    simp only [mul_diagonal, Matrix.conjTranspose_apply, Fin.sum_univ_three]
    fin_cases i <;> fin_cases j <;> simp <;> grind
```

For $l_+$ the products `u` and `v` are computed first, which keeps the entries short. The $l_-$ identity is then obtained by taking adjoints, as above.

```lean
/-- Orbital part of the dichroism when the core operator is `l₊` or `l₋`: it gives the
anticommutator of `dz` with the same ladder operator of the d shell, divided by 6. -/
theorem ladder_identities :
    dPlus * lp * dPlusᴴ - dMinus * lp * dMinusᴴ = (1 / 6 : ℂ) • (dz * dp + dp * dz) ∧
    dPlus * lpᴴ * dPlusᴴ - dMinus * lpᴴ * dMinusᴴ
      = (1 / 6 : ℂ) • (dz * dpᴴ + dpᴴ * dz) := by
  have hp : dPlus * lp * dPlusᴴ - dMinus * lp * dMinusᴴ
      = (1 / 6 : ℂ) • (dz * dp + dp * dz) := by
    obtain ⟨h2, h6⟩ := roots
    have u : dPlus * lp = !![0, (Real.sqrt 2 : ℂ), 0; 0, 0, 1; 0, 0, 0; 0, 0, 0; 0, 0, 0] := by
      rw [dipole_matrices.1, lp]
      ext i j
      simp only [Matrix.mul_apply, Fin.sum_univ_three]
      fin_cases i <;> fin_cases j <;> simp <;> grind
    have v : dMinus * lp = !![0, 0, 0; 0, 0, 0;
        0, (Real.sqrt 6 : ℂ) / 6 * (Real.sqrt 2 : ℂ), 0; 0, 0, 1; 0, 0, 0] := by
      rw [dipole_matrices.2, lp]
      ext i j
      simp only [Matrix.mul_apply, Fin.sum_univ_three]
      fin_cases i <;> fin_cases j <;> simp <;> grind
    rw [u, v, dipole_matrices.1, dipole_matrices.2]
    clear u v
    ext i j
    simp only [dz, dp, Matrix.sub_apply, Matrix.add_apply, Matrix.smul_apply, diagonal_mul,
      mul_diagonal, smul_eq_mul]
    simp only [Matrix.mul_apply, Matrix.conjTranspose_apply, Fin.sum_univ_three]
    fin_cases i <;> fin_cases j <;> simp <;> grind
  refine ⟨hp, ?_⟩
  -- the lowering operator follows by taking the adjoint
  have hz : dzᴴ = dz := by
    rw [dz, diagonal_conjTranspose]
    congr 1
    ext i
    fin_cases i <;> simp
  have hs : star (1 / 6 : ℂ) = 1 / 6 := by simp
  have h := congrArg conjTranspose hp
  simp only [conjTranspose_sub, conjTranspose_add, conjTranspose_smul, conjTranspose_mul,
    conjTranspose_conjTranspose, hz, hs, ← Matrix.mul_assoc] at h
  rw [add_comm (dz * dpᴴ)]
  exact h
```

**Q.** Where do the $10\times10$ statements appear?

**A.** Here is the orbital one, $D_1D_1^\dagger-D_{-1}D_{-1}^\dagger=L_z/2$. The proof multiplies the orbital identity by the spin identity's entries.

```lean
/-- Orbital sum rule: the dichroism summed over all core states is half the `z` component of the
orbital angular momentum of the d shell. -/
theorem orbital_sum_rule :
    D dPlus * (D dPlus)ᴴ - D dMinus * (D dMinus)ᴴ = (1 / 2 : ℂ) • Lz := by
  simp only [D, Lz, conjTranspose_kronecker, ← mul_kronecker_mul, conjTranspose_one,
    Matrix.mul_one]
  ext ⟨i, s⟩ ⟨j, t⟩
  have h := congrFun (congrFun orbital_identities.1 i) j
  simp only [Matrix.sub_apply, Matrix.smul_apply, kroneckerMap_apply, smul_eq_mul] at h ⊢
  linear_combination (1 : Matrix (Fin 2) (Fin 2) ℂ) s t * h
```

In the spin rule, `e` moves the dipole matrices onto the orbital factors and `f` expands $\{L_z,L\cdot S\}$. The final `linear_combination` attaches $2s_z$, $s_-$ and $s_+$ to the three orbital identities.

```lean
/-- Spin sum rule: the dichroism weighted with the core spin-orbit operator `2 l·s`
measures the spin and the magnetic dipole operator of the d shell. -/
theorem spin_sum_rule :
    D dPlus * ((2 : ℂ) • LS lz lp) * (D dPlus)ᴴ - D dMinus * ((2 : ℂ) • LS lz lp) * (D dMinus)ᴴ
      = (2 / 3 : ℂ) • Sz + (7 / 3 : ℂ) • Tz := by
  -- the dipole operator acts on the orbital factor only
  have e : ∀ d, D d * ((2 : ℂ) • LS lz lp) * (D d)ᴴ
      = (2 : ℂ) • ((d * lz * dᴴ) ⊗ₖ sz) + (d * lp * dᴴ) ⊗ₖ spᴴ + (d * lpᴴ * dᴴ) ⊗ₖ sp := by
    intro d
    simp only [D, LS, conjTranspose_kronecker, conjTranspose_one, Matrix.mul_add,
      Matrix.add_mul, Matrix.mul_smul, Matrix.smul_mul, ← mul_kronecker_mul,
      Matrix.one_mul, Matrix.mul_one]
    module
  have f : Lz * LS dz dp + LS dz dp * Lz
      = (2 : ℂ) • ((dz * dz) ⊗ₖ sz) + (1 / 2 : ℂ) • ((dz * dp + dp * dz) ⊗ₖ spᴴ)
        + (1 / 2 : ℂ) • ((dz * dpᴴ + dpᴴ * dz) ⊗ₖ sp) := by
    simp only [Lz, LS, Matrix.mul_add, Matrix.add_mul, Matrix.mul_smul, Matrix.smul_mul,
      ← mul_kronecker_mul, Matrix.one_mul, Matrix.mul_one, add_kronecker]
    module
  rw [e, e, Tz, f, Sz]
  -- attach the spin factors to the three orbital identities
  ext ⟨i, s⟩ ⟨j, t⟩
  have h1 := congrFun (congrFun orbital_identities.2 i) j
  have h2 := congrFun (congrFun ladder_identities.1 i) j
  have h3 := congrFun (congrFun ladder_identities.2 i) j
  simp only [Matrix.sub_apply, Matrix.add_apply, Matrix.smul_apply, kroneckerMap_apply,
    smul_eq_mul] at h1 h2 h3 ⊢
  linear_combination 2 * sz s t * h1 + spᴴ s t * h2 + sp s t * h3
```

**Q.** And the edges?

**A.** The relation $(l\cdot s)^2=\tfrac12-\tfrac12\,l\cdot s$ shows that the two edge operators are complementary projectors.

```lean
/-- The two edge operators are complementary projectors on the p core shell. -/
theorem edge_projectors :
    P32 * P32 = P32 ∧ P12 * P12 = P12 ∧ P32 * P12 = 0 ∧ P32 + P12 = 1 := by
  -- the quadratic equation of `l·s` in a p shell
  have hX : LS lz lp * LS lz lp = (1 / 2 : ℂ) • 1 - (1 / 2 : ℂ) • LS lz lp := by
    obtain ⟨h2, -⟩ := roots
    ext ⟨i, s⟩ ⟨j, t⟩
    simp only [LS, lz, lp, sz, sp, Matrix.sub_apply, Matrix.add_apply, Matrix.smul_apply,
      Matrix.mul_apply, kroneckerMap_apply, Matrix.conjTranspose_apply, diagonal_apply,
      Fintype.sum_prod_type, Fin.sum_univ_three, Fin.sum_univ_two, smul_eq_mul]
    fin_cases i <;> fin_cases s <;> fin_cases j <;> fin_cases t <;> simp <;> grind
  refine ⟨?_, ?_, ?_, ?_⟩ <;>
    simp only [P32, P12, Matrix.smul_mul, Matrix.mul_smul, Matrix.add_mul, Matrix.mul_add,
      Matrix.sub_mul, Matrix.mul_sub, Matrix.one_mul, Matrix.mul_one, hX] <;> module
```

The last theorem uses $P_{3/2}+P_{1/2}=1$ for the sum of the edges and $P_{3/2}-2P_{1/2}=2\,l\cdot s$ for the weighted difference. Linearity of the trace does the rest.

```lean
/-- Sum rules for the two edges of the one-electron model: for d holes with density matrix `ρ`, the
L₃ + L₂ dichroism is half the trace of `ρ * Lz`, and L₃ - 2 L₂ is 2/3 of the trace of `ρ * Sz` plus
7/3 of the trace of `ρ * Tz`. -/
theorem edge_sum_rules (ρ : Matrix (Fin 5 × Fin 2) (Fin 5 × Fin 2) ℂ) :
    dichroism P32 ρ + dichroism P12 ρ = 1 / 2 * trace (ρ * Lz) ∧
    dichroism P32 ρ - 2 * dichroism P12 ρ
      = 2 / 3 * trace (ρ * Sz) + 7 / 3 * trace (ρ * Tz) := by
  constructor
  · have h : P32 = 1 - P12 := eq_sub_of_add_eq edge_projectors.2.2.2
    have key : D dPlus * P32 * (D dPlus)ᴴ - D dMinus * P32 * (D dMinus)ᴴ
        = (1 / 2 : ℂ) • Lz - (D dPlus * P12 * (D dPlus)ᴴ - D dMinus * P12 * (D dMinus)ᴴ) := by
      rw [← orbital_sum_rule, h]
      simp only [Matrix.mul_sub, Matrix.sub_mul, Matrix.mul_one]
      abel
    unfold dichroism
    rw [key, Matrix.mul_sub ρ ((1 / 2 : ℂ) • Lz), trace_sub, Matrix.mul_smul, trace_smul,
      smul_eq_mul]
    ring
  · have h : P32 = (2 : ℂ) • LS lz lp + (2 : ℂ) • P12 := by
      simp only [P32, P12]
      module
    have key : D dPlus * P32 * (D dPlus)ᴴ - D dMinus * P32 * (D dMinus)ᴴ
        = ((2 / 3 : ℂ) • Sz + (7 / 3 : ℂ) • Tz)
          + (2 : ℂ) • (D dPlus * P12 * (D dPlus)ᴴ - D dMinus * P12 * (D dMinus)ᴴ) := by
      rw [← spin_sum_rule, h]
      simp only [Matrix.mul_add, Matrix.add_mul, Matrix.mul_smul, Matrix.smul_mul]
      module
    unfold dichroism
    rw [key]
    simp only [Matrix.mul_add, Matrix.mul_smul, trace_add, trace_smul, smul_eq_mul]
    ring

end

end XMCDSumRules
```

```lean
#print axioms XMCDSumRules.edge_sum_rules
```

```
'XMCDSumRules.edge_sum_rules' depends on axioms: [propext, Classical.choice, Quot.sound]
```

**Q.** Give me numbers for a case with both edges.

**A.** Put one hole in $m=2$, spin down. Only $q=1$ contributes, from the p orbital $m=1$, spin down, with amplitude 1. There the diagonal element of $l\cdot s$ is $-1/2$, so L₃ gets $(2-1)/3=1/3$ and L₂ gets $(1+1)/3=2/3$. Their sum is $1=\langle L_z\rangle/2$.

The weighted difference is $1/3-4/3=-1$. On the other side $\langle S_z\rangle=-1/2$ and $\langle T_z\rangle=(-4+2)/7=-2/7$, which gives $-1/3-2/3=-1$.

**Q.** The sum rules I use divide by the total absorption. Where is that?

**A.** These are the numerators. The usual normalisation also needs the $q=0$ spectrum and the number of holes. The model has one radial integral for all transitions, fully separated edges, no p→s channel and no interaction between the core hole and the d electrons. Within that one-electron model, the identities connect the integrated L₂,₃ dichroism to $\langle L_z\rangle$ and to the combination $\tfrac23\langle S_z\rangle+\tfrac73\langle T_z\rangle$ of the d holes.

**Q.** How would this enter a calculation?

**A.** A density functional code with spin-orbit coupling can supply a d-shell occupation matrix $n$. Write it in the basis used above, with orbitals of definite $m$ (not real d orbitals) and spin along $z$. Set $\rho=1-n$ and evaluate `trace (ρ * Lz)` and its companions. Then, for each edge, sum the squared dipole amplitudes (scaled as above) over the empty d states for $q=1$ and for $q=-1$, subtract, and compare the two edge combinations with the traces. With a constant radial integral and core states of pure $j$, a mismatch can come from a truncated set of empty states or an inconsistent convention, for example. Mind the sign: the three operators are traceless, so hole values are minus the electron values.
